# For 0 < N < n, a real polynomial in a Hermitian Fock matrix can be an N-electron ground-state projector exactly when the frontier gap is nonzero

Q: In an SCF cycle I can build the density matrix from the current Fock matrix $F$ by purification, using matrix products, sums and real scalings instead of diagonalisation. When does that step have a valid target?

A: After finitely many steps you hold $p(F)$ for some real polynomial $p$. Let $F$ be a Hermitian $n\times n$ matrix with ordered orbital energies $e_0\le\dots\le e_{n-1}$, and let $0<N<n$. Call a Hermitian idempotent matrix $D$ of trace $N$ an $N$-electron density matrix. Some $p(F)$ is such a matrix with the lowest possible energy $\mathrm{tr}(FD)$ if and only if $e_{N-1}<e_N$. This tells you when a ground-state determinant is available as a target, for a fixed finite $F$ in an orthonormal basis. Whether a particular purification scheme converges to it is a separate question.

Q: My iteration only converges. Could the limit escape?

A: No. The polynomials in a finite matrix form a closed linear space, so the limit is again some $p(F)$. That argument is ordinary linear algebra and has no theorem in the file.

Q: Show me the smallest case.

A: Take $n=2$, $N=1$. If $e_0<e_1$, then $p(x)=(e_1-x)/(e_1-e_0)$ gives the projector onto the lower orbital. If $e_0=e_1$, then $F=e_0 1$ and $p(F)=p(e_0)1$. This is idempotent only for $p(e_0)=0$ or $1$, so its trace is 0 or 2, never 1. The choice $p=1/2$ has the right trace and energy, but it is not a determinant.

Q: And the general derivation by hand?

A: Let the columns of a unitary $C$ be the orbitals, so $FC=C\varepsilon$ with $\varepsilon=\mathrm{diag}(e_i)$. For a density matrix $D$, put $\tilde D=C^\dagger DC$ and $w_i=\tilde D_{ii}$. Since $\tilde D$ is Hermitian and idempotent,
$$w_i=\sum_j|\tilde D_{ij}|^2\ge w_i^2,$$
so $0\le w_i\le1$. The trace gives $\sum_i w_i=N$, and $\mathrm{tr}(FD)=\mathrm{tr}(\varepsilon\tilde D)=\sum_i e_iw_i$.

Let $f_i=1$ for $i<N$ and $f_i=0$ otherwise, and let $\mu=e_{N-1}$. Because $\sum_i(w_i-f_i)=0$,
$$\sum_i e_iw_i-\sum_i e_if_i=\sum_i(w_i-f_i)(e_i-\mu).$$
For $i<N$ both factors are at most zero; for $i\ge N$ both are at least zero. No term is negative, so aufbau filling is always a ground state.

Now $p(F)=C\,p(\varepsilon)\,C^\dagger$ has occupations $w_i=p(e_i)$. With a gap, interpolate the values 1 at energies up to $\mu$ and 0 above; this gives $w_i=f_i$.

Without a gap, $e_N=\mu$. If $p(F)$ were a ground state, its energy would equal the aufbau energy, so every term above would vanish: either $w_i=f_i$ or $e_i=\mu$. All orbitals at $\mu$ share the occupation $c=p(\mu)$, and idempotency gives $c^2=c$. If $c=0$, then $w_i\le f_i$ everywhere, strictly at $i=N-1$, so there are fewer than $N$ electrons. If $c=1$, then $w_i\ge f_i$, strictly at $i=N$, so there are more than $N$. Both contradict $\sum_iw_i=N$.

Q: Now the formal version. What does it take an orbital to be?

In Lean 4 with Mathlib:

```lean
import Mathlib

open Matrix
open scoped Polynomial

namespace FockPolynomial

noncomputable section

variable {n N : ℕ} {F C D : Matrix (Fin n) (Fin n) ℂ} {e : Fin n → ℝ}
```

A: `Fin n` numbers the orbitals from zero, as I did. The next structure says that the columns of `C` are orthonormal, solve the Roothaan equation with unit overlap matrix, and have real, ordered energies.

```lean
/-- The columns of `C` are orthonormal orbitals solving `F C = C ε`, with real orbital
energies `e` in increasing order. -/
structure IsOrbitalBasis (F C : Matrix (Fin n) (Fin n) ℂ) (e : Fin n → ℝ) : Prop where
  orthonormal : Cᴴ * C = 1
  roothaan : F * C = C * diagonal (fun i => (e i : ℂ))
  ordered : Monotone e
```

Q: And a determinant?

A: It is represented by its one-particle density matrix, a Hermitian idempotent of trace $N$. Its eigenvalues are 0 or 1, so the orbitals are spin orbitals, or spatial orbitals if $N$ counts closed-shell pairs instead of electrons.

```lean
/-- The density matrix of an `N`-electron determinant: an orthogonal projector of trace `N`. -/
structure IsDensity (N : ℕ) (D : Matrix (Fin n) (Fin n) ℂ) : Prop where
  hermitian : Dᴴ = D
  idempotent : D * D = D
  electrons : D.trace = (N : ℂ)
```

Q: Is "ground state" the Hartree–Fock ground state?

A: No. `IsGroundState` minimises $\mathrm{tr}(FD)$ with $F$ held fixed. The dependence of $F$ on $D$, and hence self-consistency, is absent. The real part in the definition only turns a complex number into a real one; the trace is already real for Hermitian $F$ and $D$.

```lean
/-- `D` is an `N`-electron density matrix that minimises the real part of `tr (F D)` among all
`N`-electron density matrices. For Hermitian `F` this trace is real. -/
structure IsGroundState (F : Matrix (Fin n) (Fin n) ℂ) (N : ℕ)
    (D : Matrix (Fin n) (Fin n) ℂ) : Prop where
  density : IsDensity N D
  minimal : ∀ D', IsDensity N D' → (F * D).trace.re ≤ (F * D').trace.re
```

The remaining definitions are a matrix with prescribed orbital occupations, $C\,\mathrm{diag}(w)\,C^\dagger$, and the aufbau occupations $f_i$.

```lean
/-- The matrix `C w C†`. If the columns of `C` are orthonormal orbitals, orbital `i` carries the
occupation `w i` in it. -/
def occupy (C : Matrix (Fin n) (Fin n) ℂ) (w : Fin n → ℝ) : Matrix (Fin n) (Fin n) ℂ :=
  C * diagonal (fun i => (w i : ℂ)) * Cᴴ

/-- Aufbau occupations: one for the first `N` orbitals, zero for the others. -/
def aufbau (N : ℕ) (i : Fin n) : ℝ := if (i : ℕ) < N then 1 else 0
```

Q: Does assuming an orbital basis restrict $F$?

A: Not among Hermitian matrices. The spectral theorem supplies eigenvectors, and sorting the eigenvalues permutes the columns.

```lean
/-- Every Hermitian matrix has an orthonormal orbital basis with ordered energies. -/
theorem exists_orbitalBasis (hF : F.IsHermitian) : ∃ C e, IsOrbitalBasis F C e := by
  obtain ⟨U, d, hU, hFU⟩ : ∃ (U : Matrix (Fin n) (Fin n) ℂ) (d : Fin n → ℝ),
      Uᴴ * U = 1 ∧ F * U = U * diagonal (fun i => (d i : ℂ)) := by
    refine ⟨hF.eigenvectorUnitary, hF.eigenvalues,
      Matrix.mem_unitaryGroup_iff'.mp hF.eigenvectorUnitary.2, ?_⟩
    ext i j
    have h := congrFun (hF.mulVec_eigenvectorBasis j) i
    rw [Matrix.mul_diagonal, Matrix.mul_apply]
    simpa [Matrix.mulVec, dotProduct, mul_comm] using h
  -- sort the eigenvalues and permute the eigenvectors accordingly
  refine ⟨U.submatrix id (Tuple.sort d), d ∘ Tuple.sort d, ?_, ?_, Tuple.monotone_sort d⟩
  · calc _ = (Uᴴ * U).submatrix (Tuple.sort d) (Tuple.sort d) := by
          ext i j
          simp [Matrix.mul_apply]
      _ = 1 := by rw [hU, Matrix.submatrix_one_equiv]
  · ext i j
    have h := congrFun (congrFun hFU i) (Tuple.sort d j)
    rw [Matrix.mul_diagonal, Matrix.mul_apply] at h ⊢
    exact h
```

Q: Where do the occupations enter?

A: `IsDensity.rotate` shows that $C^\dagger DC$ is again a density matrix. `IsDensity.occupations` then obtains the bounds from the row-norm identity and the sum from the trace.

```lean
/-- A density matrix stays a density matrix in any other orthonormal basis. -/
theorem IsDensity.rotate (hD : IsDensity N D) (hC : Cᴴ * C = 1) :
    IsDensity N (Cᴴ * D * C) := by
  have hCC : C * Cᴴ = 1 := mul_eq_one_comm.mp hC
  refine ⟨?_, ?_, ?_⟩
  · simp only [conjTranspose_mul, conjTranspose_conjTranspose, hD.hermitian, Matrix.mul_assoc]
  · calc Cᴴ * D * C * (Cᴴ * D * C) = Cᴴ * (D * (C * Cᴴ) * D) * C := by
          simp only [Matrix.mul_assoc]
      _ = Cᴴ * D * C := by rw [hCC, Matrix.mul_one, hD.idempotent]
  · rw [Matrix.trace_mul_comm, ← Matrix.mul_assoc, hCC, Matrix.one_mul]
    exact hD.electrons

/-- The diagonal elements of a density matrix are occupations between zero and one that
add up to the number of electrons. -/
theorem IsDensity.occupations (hD : IsDensity N D) :
    (∀ i, 0 ≤ (D i i).re ∧ (D i i).re ≤ 1) ∧ ∑ i, (D i i).re = N := by
  refine ⟨fun i => ?_, ?_⟩
  · -- idempotency: the occupation is the squared norm of a row
    have hs : (D i i).re = ∑ j, Complex.normSq (D i j) := by
      have h := congrArg Complex.re (congrFun (congrFun hD.idempotent i) i)
      rw [Matrix.mul_apply, Complex.re_sum] at h
      rw [← h]
      refine Finset.sum_congr rfl fun j _ => ?_
      have hj : D j i = star (D i j) := (congrFun (congrFun hD.hermitian j) i).symm
      rw [hj, Complex.star_def, Complex.mul_conj, Complex.ofReal_re]
    have hle : Complex.normSq (D i i) ≤ ∑ j, Complex.normSq (D i j) :=
      Finset.single_le_sum (f := fun j => Complex.normSq (D i j))
        (fun j _ => Complex.normSq_nonneg _) (Finset.mem_univ i)
    rw [← hs, Complex.normSq_apply] at hle
    constructor <;> nlinarith [mul_self_nonneg (D i i).re, mul_self_nonneg (D i i).im,
      mul_self_nonneg ((D i i).re - 1)]
  · have h := congrArg Complex.re hD.electrons
    simpa [Matrix.trace] using h
```

The energy formula inserts $CC^\dagger=1$ and uses cyclicity of the trace. `occupy_back` recovers the diagonal matrix of occupations in the orbital basis.

```lean
/-- The energy is the sum of orbital energies times orbital occupations. -/
theorem energy_eq (h : IsOrbitalBasis F C e) (D : Matrix (Fin n) (Fin n) ℂ) :
    (F * D).trace.re = ∑ i, e i * ((Cᴴ * D * C) i i).re := by
  have h1 : F * D = C * (diagonal (fun i => (e i : ℂ)) * (Cᴴ * D)) := by
    calc F * D = F * (C * Cᴴ) * D := by
          rw [mul_eq_one_comm.mp h.orthonormal, Matrix.mul_one]
      _ = (F * C) * (Cᴴ * D) := by simp only [Matrix.mul_assoc]
      _ = _ := by rw [h.roothaan, Matrix.mul_assoc]
  rw [h1, Matrix.trace_mul_comm, Matrix.mul_assoc]
  simp only [Matrix.trace, Matrix.diag_apply, Matrix.diagonal_mul, Complex.re_sum,
    Complex.re_ofReal_mul]

/-- In the basis of orthonormal orbitals `C`, the matrix `occupy C w` is diagonal with
entries `w`. -/
theorem occupy_back (hC : Cᴴ * C = 1) (w : Fin n → ℝ) :
    Cᴴ * occupy C w * C = diagonal (fun i => (w i : ℂ)) := by
  calc Cᴴ * occupy C w * C = (Cᴴ * C) * diagonal (fun i => (w i : ℂ)) * (Cᴴ * C) := by
        simp only [occupy, Matrix.mul_assoc]
    _ = _ := by rw [hC, Matrix.one_mul, Matrix.mul_one]
```

Q: Is `Polynomial.aeval F p` really my matrix polynomial?

A: Yes, with the constant term multiplying the identity. The lemma proves $F^kC=C\varepsilon^k$ by induction, then extends it to monomials and sums, giving occupations $p(e_i)$.

```lean
/-- A polynomial in the Fock matrix gives each orbital the occupation `p (e i)`, a function
of its energy alone. -/
theorem aeval_eq_occupy (h : IsOrbitalBasis F C e) (p : ℝ[X]) :
    Polynomial.aeval F p = occupy C (fun i => p.eval (e i)) := by
  have hk : ∀ k : ℕ, F ^ k * C = C * diagonal (fun i => (e i : ℂ) ^ k) := by
    intro k
    induction k with
    | zero => simp
    | succ k ih =>
      rw [pow_succ, Matrix.mul_assoc, h.roothaan, ← Matrix.mul_assoc, ih, Matrix.mul_assoc,
        Matrix.diagonal_mul_diagonal]
      simp only [pow_succ]
  have key : Polynomial.aeval F p * C = C * diagonal (fun i => ((p.eval (e i) : ℝ) : ℂ)) := by
    induction p using Polynomial.induction_on' with
    | add p q hp hq =>
      rw [map_add, Matrix.add_mul, hp, hq, ← Matrix.mul_add, Matrix.diagonal_add]
      simp only [Polynomial.eval_add, Complex.ofReal_add]
    | monomial k a =>
      rw [Polynomial.aeval_monomial, ← Algebra.smul_def, Matrix.smul_mul, hk]
      ext i j
      simp only [Matrix.smul_apply, Matrix.mul_diagonal, Complex.real_smul,
        Polynomial.eval_monomial, Complex.ofReal_mul, Complex.ofReal_pow]
      ring
  rw [occupy, ← key, Matrix.mul_assoc, mul_eq_one_comm.mp h.orthonormal, Matrix.mul_one]
```

Q: And the aufbau argument?

A: `sum_aufbau` counts the filled orbitals. `excitation` proves both the sign of each term and the energy identity with $\mu=e_{N-1}$. `aufbau_isGroundState` combines them, with no gap assumed.

```lean
/-- For at most `n` electrons in `n` orbitals, the aufbau occupations add up to `N`. -/
theorem sum_aufbau (hN : N ≤ n) : ∑ i : Fin n, aufbau N i = N := by
  have hr : (Finset.range n).filter (fun i => i < N) = Finset.range N := by
    ext i
    simp only [Finset.mem_filter, Finset.mem_range]
    omega
  refine (Fin.sum_univ_eq_sum_range (fun i => if i < N then (1 : ℝ) else 0) n).trans ?_
  simp only [Finset.sum_boole, hr, Finset.card_range]

/-- For ordered energies and occupations between zero and one with sum `N`, `0 < N < n`, the
energy above aufbau filling is a sum of nonnegative terms, one per orbital, with energies
measured from the `N`-th level. -/
theorem excitation (hN : 0 < N) (hNn : N < n) (he : Monotone e) {w : Fin n → ℝ}
    (hw : ∀ i, 0 ≤ w i ∧ w i ≤ 1) (hs : ∑ i, w i = N) :
    (∀ i, 0 ≤ (w i - aufbau N i) * (e i - e ⟨N - 1, by omega⟩)) ∧
    ∑ i, (w i - aufbau N i) * (e i - e ⟨N - 1, by omega⟩) =
      ∑ i, e i * w i - ∑ i, e i * aufbau N i := by
  constructor
  · intro i
    unfold aufbau
    split_ifs with h
    · have hi : e i ≤ e ⟨N - 1, by omega⟩ := he (show (i : ℕ) ≤ N - 1 by omega)
      nlinarith [mul_nonneg (sub_nonneg.2 (hw i).2) (sub_nonneg.2 hi)]
    · have hi : e ⟨N - 1, by omega⟩ ≤ e i := he (show N - 1 ≤ (i : ℕ) by omega)
      nlinarith [mul_nonneg (hw i).1 (sub_nonneg.2 hi)]
  · generalize e ⟨N - 1, by omega⟩ = μ
    have ht : ∀ i, (w i - aufbau N i) * (e i - μ) =
        e i * w i - e i * aufbau N i - (μ * w i - μ * aufbau N i) := fun i => by ring
    simp only [ht, Finset.sum_sub_distrib, ← Finset.mul_sum, hs, sum_aufbau hNn.le]
    ring

/-- Filling the `N` lowest orbitals, `0 < N < n`, gives a ground state, whether or not the
last filled level is degenerate with the first empty one. -/
theorem aufbau_isGroundState (h : IsOrbitalBasis F C e) (hN : 0 < N) (hNn : N < n) :
    IsGroundState F N (occupy C (aufbau N)) := by
  have hd : IsDensity N (diagonal (fun i : Fin n => ((aufbau N i : ℝ) : ℂ))) := by
    refine ⟨?_, ?_, ?_⟩
    · rw [Matrix.diagonal_conjTranspose]
      congr 1
      funext i
      simp
    · rw [Matrix.diagonal_mul_diagonal]
      congr 1
      funext i
      unfold aufbau
      split_ifs <;> simp
    · rw [Matrix.trace_diagonal, ← Complex.ofReal_sum, sum_aufbau hNn.le, Complex.ofReal_natCast]
  refine ⟨?_, fun D' hD' => ?_⟩
  · have hr := hd.rotate (C := Cᴴ)
      (by rw [conjTranspose_conjTranspose]; exact mul_eq_one_comm.mp h.orthonormal)
    rw [conjTranspose_conjTranspose] at hr
    exact hr
  · obtain ⟨hw, hs⟩ := (hD'.rotate h.orthonormal).occupations
    obtain ⟨h0, h1⟩ := excitation hN hNn h.ordered hw hs
    have h2 := Finset.sum_nonneg fun i (_ : i ∈ Finset.univ) => h0 i
    rw [energy_eq h, energy_eq h, occupy_back h.orthonormal]
    simp only [Matrix.diagonal_apply_eq, Complex.ofReal_re]
    linarith
```

Q: Then what exactly does the last theorem say?

A: Given an orbital basis for $F$ and $0<N<n$, a real polynomial `p` with `IsGroundState F N (Polynomial.aeval F p)` exists if and only if $e_{N-1}<e_N$. The polynomial may depend on $F$, and the statement sets no bound on its degree.

Q: Is minimality needed, or would any $N$-electron projector do?

A: It is needed. For energies $0,0,1$ and $N=1$, the polynomial $p(x)=x$ gives a rank-one projector without a gap, but it fills the highest orbital.

In the forward direction of the proof, `hz` says that every excitation term vanishes, `hdeg` that the shell at $\mu$ is equally occupied, and `hidem` that $c^2=c$. The two cases end with `Finset.sum_lt_sum`, the electron count that comes out wrong. The converse applies `Lagrange.interpolate` to the step function on the set of distinct energies.

```lean
/-- For `0 < N < n`, some real polynomial in the Fock matrix is an `N`-electron ground-state
density matrix if and only if the `N`-th orbital energy lies strictly below the next one. -/
theorem exists_polynomial_groundState_iff (h : IsOrbitalBasis F C e)
    (hN : 0 < N) (hNn : N < n) :
    (∃ p : ℝ[X], IsGroundState F N (Polynomial.aeval F p)) ↔
      e ⟨N - 1, by omega⟩ < e ⟨N, hNn⟩ := by
  have ha : N - 1 < n := by omega
  constructor
  · rintro ⟨p, hp⟩
    by_contra hgap
    have heq : e ⟨N, hNn⟩ = e ⟨N - 1, ha⟩ :=
      le_antisymm (not_lt.mp hgap) (h.ordered (show N - 1 ≤ N by omega))
    rw [aeval_eq_occupy h] at hp
    obtain ⟨w, hwdef⟩ : ∃ w : Fin n → ℝ, w = fun i => p.eval (e i) := ⟨_, rfl⟩
    rw [← hwdef] at hp
    -- orbitals of equal energy are equally occupied
    have hdeg : ∀ i, e i = e ⟨N - 1, ha⟩ → w i = w ⟨N - 1, ha⟩ := by
      intro i hi
      simp only [hwdef, hi]
    have hG := hp.density.rotate h.orthonormal
    rw [occupy_back h.orthonormal] at hG
    obtain ⟨hw, hs⟩ := hG.occupations
    simp only [Matrix.diagonal_apply_eq, Complex.ofReal_re] at hw hs
    have hmin := hp.minimal _ (aufbau_isGroundState h hN hNn).density
    rw [energy_eq h, energy_eq h, occupy_back h.orthonormal, occupy_back h.orthonormal] at hmin
    simp only [Matrix.diagonal_apply_eq, Complex.ofReal_re] at hmin
    -- minimality forces aufbau filling away from the degenerate shell
    obtain ⟨h0, h1⟩ := excitation hN hNn h.ordered hw hs
    have hz := (Finset.sum_eq_zero_iff_of_nonneg fun i (_ : i ∈ Finset.univ) => h0 i).mp
      (le_antisymm (by linarith) (Finset.sum_nonneg fun i _ => h0 i))
    have hf : ∀ i : Fin n, 0 ≤ aufbau N i ∧ aufbau N i ≤ 1 := by
      intro i
      unfold aufbau
      split_ifs <;> norm_num
    have fa : aufbau N (⟨N - 1, ha⟩ : Fin n) = 1 := if_pos (show N - 1 < N by omega)
    have fb : aufbau N (⟨N, hNn⟩ : Fin n) = 0 := if_neg (lt_irrefl N)
    have hsf := sum_aufbau hNn.le
    have hidem : w ⟨N - 1, ha⟩ * w ⟨N - 1, ha⟩ = w ⟨N - 1, ha⟩ := by
      have h2 := congrFun (congrFun hG.idempotent ⟨N - 1, ha⟩) ⟨N - 1, ha⟩
      rw [Matrix.diagonal_mul_diagonal, Matrix.diagonal_apply_eq,
        Matrix.diagonal_apply_eq] at h2
      exact_mod_cast h2
    have hc : w ⟨N - 1, ha⟩ * (w ⟨N - 1, ha⟩ - 1) = 0 := by linarith
    rcases mul_eq_zero.mp hc with hc | hc
    · -- empty shell: too few electrons
      have hlt : ∑ i, w i < ∑ i : Fin n, aufbau N i := by
        refine Finset.sum_lt_sum (fun i _ => ?_) ⟨⟨N - 1, ha⟩, Finset.mem_univ _, by linarith⟩
        rcases mul_eq_zero.mp (hz i (Finset.mem_univ i)) with hi | hi
        · linarith
        · linarith [hdeg i (sub_eq_zero.mp hi), (hf i).1]
      linarith
    · -- full shell: too many electrons
      have hlt : ∑ i : Fin n, aufbau N i < ∑ i, w i := by
        refine Finset.sum_lt_sum (fun i _ => ?_)
          ⟨⟨N, hNn⟩, Finset.mem_univ _, by linarith [hdeg _ heq]⟩
        rcases mul_eq_zero.mp (hz i (Finset.mem_univ i)) with hi | hi
        · linarith
        · linarith [hdeg i (sub_eq_zero.mp hi), (hf i).2]
      linarith
  · intro hgap
    -- interpolate the step function on the spectrum
    let r : ℝ → ℝ := fun x => if x ≤ e ⟨N - 1, ha⟩ then 1 else 0
    refine ⟨Lagrange.interpolate (Finset.univ.image e) id r, ?_⟩
    rw [aeval_eq_occupy h]
    have hstep : (fun i => (Lagrange.interpolate (Finset.univ.image e) id r).eval (e i)) =
        aufbau N := by
      funext i
      refine (Lagrange.eval_interpolate_at_node (v := id) r (Set.injOn_id _)
        (Finset.mem_image_of_mem e (Finset.mem_univ i))).trans ?_
      change (if e i ≤ e ⟨N - 1, ha⟩ then (1 : ℝ) else 0) = if (i : ℕ) < N then 1 else 0
      by_cases hi : (i : ℕ) < N
      · rw [if_pos hi, if_pos (h.ordered (show (i : ℕ) ≤ N - 1 by omega))]
      · have hb : e ⟨N, hNn⟩ ≤ e i := h.ordered (show N ≤ (i : ℕ) by omega)
        rw [if_neg hi, if_neg (not_le_of_gt (lt_of_lt_of_le hgap hb))]
    rw [hstep]
    exact aufbau_isGroundState h hN hNn

end

end FockPolynomial
```

```lean
#print axioms FockPolynomial.exists_orbitalBasis
#print axioms FockPolynomial.exists_polynomial_groundState_iff
```

```
'FockPolynomial.exists_orbitalBasis' depends on axioms: [propext, Classical.choice, Quot.sound]
'FockPolynomial.exists_polynomial_groundState_iff' depends on axioms: [propext, Classical.choice, Quot.sound]
```
